# Local exchange that reads only \(m_z\) rises when a \(z\)-polarised spin density is tilted

A collinear energy density is taken here to be any real function \(g(n,m_z)\) of two numbers read off the diagonal of a \(2\times2\) spin density matrix \(\rho\) at one point in space. Here \(n\) is the particle density and \(m_z\) the \(z\) component of the magnetisation \(\mathbf m\). The off-diagonal elements, which hold \(m_x\) and \(m_y\), are ignored. For two-component density functional calculations this matters because local exchange built this way depends on the choice of spin axis, as shown below for \(z\)-polarised densities rotated about \(y\).

## The density, the rotation and the energy

In Lean 4 with Mathlib:

```lean
import Mathlib

open Matrix

namespace CollinearExchangeRotation

noncomputable section
```

This loads the Mathlib library and its matrix notation, in which `ᴴ` is the conjugate transpose, written \(\dagger\) below.

```lean
/-- The Pauli matrix `σ_x`. -/
def pauliX : Matrix (Fin 2) (Fin 2) ℂ := !![0, 1; 1, 0]
```

The type `Matrix (Fin 2) (Fin 2) ℂ` means a complex \(2\times2\) matrix. Its indices are 0 for spin up and 1 for spin down, and a semicolon separates the rows.

```lean
/-- The Pauli matrix `σ_y`. -/
def pauliY : Matrix (Fin 2) (Fin 2) ℂ := !![0, -Complex.I; Complex.I, 0]
```

This is \(\sigma_y\), with `Complex.I` for the imaginary unit.

```lean
/-- The Pauli matrix `σ_z`. -/
def pauliZ : Matrix (Fin 2) (Fin 2) ℂ := !![1, 0; 0, -1]
```

With \(\sigma_z\) diagonal, the quantisation axis is \(z\).

```lean
/-- The two-component density `(n + m·σ)/2` with particle density `n` and
magnetisation `m = (mx, my, mz)`. -/
def spinDensity (n mx my mz : ℝ) : Matrix (Fin 2) (Fin 2) ℂ :=
  (1 / 2 : ℂ) • ((n : ℂ) • (1 : Matrix (Fin 2) (Fin 2) ℂ) + (mx : ℂ) • pauliX
    + (my : ℂ) • pauliY + (mz : ℂ) • pauliZ)
```

This is \(\rho=\tfrac12(n+\mathbf m\cdot\boldsymbol\sigma)\), with four real arguments. The sign `•` multiplies a matrix by a number.

```lean
/-- The spin rotation by the angle `θ` about the `y` axis. -/
def spinRotation (θ : ℝ) : Matrix (Fin 2) (Fin 2) ℂ :=
  !![(Real.cos (θ / 2) : ℂ), -(Real.sin (θ / 2) : ℂ);
     (Real.sin (θ / 2) : ℂ), (Real.cos (θ / 2) : ℂ)]
```

The rotation by \(\theta\) about \(y\) is
\[
R(\theta)=\begin{pmatrix}\cos\frac\theta2&-\sin\frac\theta2\\ \sin\frac\theta2&\cos\frac\theta2\end{pmatrix}.
\]

```lean
/-- A collinear energy density: a function `g` of the sum and the difference of the
spin-up and spin-down densities on the diagonal of `ρ`. -/
def collinearEnergy (g : ℝ → ℝ → ℝ) (ρ : Matrix (Fin 2) (Fin 2) ℂ) : ℝ :=
  g ((ρ 0 0).re + (ρ 1 1).re) ((ρ 0 0).re - (ρ 1 1).re)
```

The function \(g\) receives \(\rho_{00}+\rho_{11}\) and \(\rho_{00}-\rho_{11}\), with `.re` taking real parts.

```lean
/-- Local spin-density exchange with prefactor `C`, as a function of the density `n` and
the collinear magnetisation `m`, on the domain `|m| ≤ n`. -/
def exchange (C n m : ℝ) : ℝ :=
  -(C / 2) * ((n + m) ^ (4 / 3 : ℝ) + (n - m) ^ (4 / 3 : ℝ))
```

Local spin-density exchange is
\[
e_x(n,m)=-\frac C2\left[(n+m)^{4/3}+(n-m)^{4/3}\right].
\]
The constant \(C\) is the prefactor of exchange in the uniform electron gas, since \(e_x(n,0)=-Cn^{4/3}\). The theorems use only \(C>0\), which makes exchange lower the energy. The condition \(|m|\le n\) says that neither spin density is negative.

## What a rotation does to the diagonal

```lean
/-- The entries of the two-component density in the spin-up, spin-down basis. -/
theorem spinDensity_eq (n mx my mz : ℝ) : spinDensity n mx my mz =
    !![(((n + mz) / 2 : ℝ) : ℂ), ((mx : ℂ) - my * Complex.I) / 2;
       ((mx : ℂ) + my * Complex.I) / 2, (((n - mz) / 2 : ℝ) : ℂ)] := by
  ext i j
  fin_cases i <;> fin_cases j <;> simp [spinDensity, pauliX, pauliY, pauliZ] <;> ring
```

A theorem consists of its name, its hypotheses, a colon, the statement, and a proof after `:= by`. This one says
\[
\rho=\frac12\begin{pmatrix}n+m_z&m_x-im_y\\ m_x+im_y&n-m_z\end{pmatrix}.
\]
The proof checks the four entries separately.

```lean
/-- A collinear energy density sees only `n` and the `z` component of the magnetisation. -/
theorem collinearEnergy_spinDensity (g : ℝ → ℝ → ℝ) (n mx my mz : ℝ) :
    collinearEnergy g (spinDensity n mx my mz) = g n mz := by
  have h0 : (spinDensity n mx my mz 0 0).re = (n + mz) / 2 := by
    rw [spinDensity_eq]; exact Complex.ofReal_re _
  have h1 : (spinDensity n mx my mz 1 1).re = (n - mz) / 2 := by
    rw [spinDensity_eq]; exact Complex.ofReal_re _
  unfold collinearEnergy
  rw [h0, h1, show (n + mz) / 2 + (n - mz) / 2 = n by ring,
    show (n + mz) / 2 - (n - mz) / 2 = mz by ring]
```

The diagonal entries add up to \(n\) and differ by \(m_z\), so the energy is \(g(n,m_z)\) whatever \(m_x\) and \(m_y\) are.

```lean
/-- Rotation by `θ` about `y` turns the magnetisation `(0, 0, s)` into
`(s sin θ, 0, s cos θ)` and keeps `n`. -/
theorem rotate_spinDensity (θ n s : ℝ) :
    spinRotation θ * spinDensity n 0 0 s * (spinRotation θ)ᴴ =
      spinDensity n (s * Real.sin θ) 0 (s * Real.cos θ) := by
  -- half-angle formulas
  have hs : Real.sin θ = 2 * Real.sin (θ / 2) * Real.cos (θ / 2) := by
    rw [← Real.sin_two_mul]; congr 1; ring
  have hc : Real.cos θ = Real.cos (θ / 2) ^ 2 - Real.sin (θ / 2) ^ 2 := by
    rw [← Real.cos_two_mul']; congr 1; ring
  have h1 := Real.sin_sq_add_cos_sq (θ / 2)
  rw [hs, hc, spinDensity_eq, spinDensity_eq]
  unfold spinRotation
  generalize Real.cos (θ / 2) = c at *
  generalize Real.sin (θ / 2) = d at *
  have h2 : (d : ℂ) ^ 2 + (c : ℂ) ^ 2 = 1 := by exact_mod_cast h1
  ext i j
  fin_cases i <;> fin_cases j <;> simp [Matrix.mul_apply, Fin.sum_univ_two]
  · linear_combination (n / 2 : ℂ) * h2
  · ring
  · ring
  · linear_combination (n / 2 : ℂ) * h2
```

Start from \(\mathbf m=(0,0,s)\), so that \(\rho\) is diagonal with the spin densities \(n_\uparrow=(n+s)/2\) and \(n_\downarrow=(n-s)/2\) as entries. With \(c=\cos\frac\theta2\) and \(d=\sin\frac\theta2\),
\[
R\rho R^\dagger=\begin{pmatrix}c^2n_\uparrow+d^2n_\downarrow&cd(n_\uparrow-n_\downarrow)\\ cd(n_\uparrow-n_\downarrow)&d^2n_\uparrow+c^2n_\downarrow\end{pmatrix}.
\]
Since \(c^2+d^2=1\) and \(c^2-d^2=\cos\theta\), the diagonal is \(\tfrac12(n\pm s\cos\theta)\). Since \(2cd=\sin\theta\), the off-diagonal element is \(\tfrac12 s\sin\theta\). The new magnetisation is therefore \((s\sin\theta,0,s\cos\theta)\), and \(n\) is unchanged. In the proof, `hs` and `hc` are the half-angle formulas, and `linear_combination` uses \(c^2+d^2=1\) on the diagonal.

```lean
/-- The spin rotation is unitary. -/
theorem spinRotation_mem_unitaryGroup (θ : ℝ) :
    spinRotation θ ∈ Matrix.unitaryGroup (Fin 2) ℂ := by
  -- the unpolarised density with `n = 2` is the identity matrix
  have h1 : spinDensity 2 0 0 0 = 1 := by simp [spinDensity, smul_smul]
  have h := rotate_spinDensity θ 2 0
  simp only [zero_mul, h1, mul_one] at h
  exact Matrix.mem_unitaryGroup_iff.mpr h
```

For \(n=2\) and \(\mathbf m=0\) the density is the identity matrix. The previous theorem then reads \(RR^\dagger=1\), which is unitarity.

```lean
/-- A collinear energy density is invariant under rotations about `y` of all `z`-polarised
densities with `|s| ≤ n` exactly when it does not depend on the magnetisation there. -/
theorem collinear_invariant_iff (g : ℝ → ℝ → ℝ) :
    (∀ θ n s : ℝ, |s| ≤ n →
      collinearEnergy g (spinRotation θ * spinDensity n 0 0 s * (spinRotation θ)ᴴ) =
        collinearEnergy g (spinDensity n 0 0 s)) ↔
    ∀ n s : ℝ, |s| ≤ n → g n s = g n 0 := by
  simp only [rotate_spinDensity, collinearEnergy_spinDensity]
  constructor
  · intro h n s hs
    -- a quarter turn removes the `z` component
    have h1 := h (Real.pi / 2) n s hs
    rw [Real.cos_pi_div_two, mul_zero] at h1
    exact h1.symm
  · intro h θ n s hs
    have h1 : |s * Real.cos θ| ≤ n := by
      rw [abs_mul]
      exact (mul_le_of_le_one_right (abs_nonneg s) (Real.abs_cos_le_one θ)).trans hs
    rw [h n _ h1, h n s hs]
```

The sign `↔` means "exactly when". On the left, the energy of every \(z\)-polarised density with \(|s|\le n\) is unchanged by every rotation about \(y\). On the right, \(g(n,s)=g(n,0)\) throughout that range.

By the two preceding results for the energy and the rotated density, invariance means \(g(n,s\cos\theta)=g(n,s)\). Setting \(\theta=\pi/2\) gives \(g(n,0)=g(n,s)\). Conversely, \(|s\cos\theta|\le|s|\le n\), so if \(g\) ignores its second argument in this range, both sides equal \(g(n,0)\). The two bullets of the proof are these two directions. A collinear energy with any spin dependence in this range therefore fails the test.

## Strict growth with the magnetisation

```lean
/-- At fixed density the sum of the `4/3` powers of `n + m` and `n - m` grows strictly with the size
of the collinear magnetisation `m`, in the range `|m| ≤ n`. -/
theorem fourThirds_lt {n a b : ℝ} (hab : |a| < b) (hbn : b ≤ n) :
    (n + a) ^ (4 / 3 : ℝ) + (n - a) ^ (4 / 3 : ℝ) <
      (n + b) ^ (4 / 3 : ℝ) + (n - b) ^ (4 / 3 : ℝ) := by
  have hb : 0 < b := lt_of_le_of_lt (abs_nonneg a) hab
  obtain ⟨h1, h2⟩ := abs_lt.mp hab
  -- `n + a` and `n - a` are mixtures of `n + b` and `n - b` with swapped weights
  obtain ⟨u, v, hu, hv, huv, e1, e2⟩ : ∃ u v : ℝ, 0 < u ∧ 0 < v ∧ u + v = 1 ∧
      u * (n + b) + v * (n - b) = n + a ∧ v * (n + b) + u * (n - b) = n - a := by
    refine ⟨(b + a) / (2 * b), (b - a) / (2 * b), div_pos (by linarith) (by linarith),
      div_pos (by linarith) (by linarith), ?_, ?_, ?_⟩ <;> field_simp <;> ring
  have hc := strictConvexOn_rpow (p := 4 / 3) (by norm_num)
  have hp : n + b ∈ Set.Ici (0 : ℝ) := Set.mem_Ici.mpr (by linarith)
  have hm : n - b ∈ Set.Ici (0 : ℝ) := Set.mem_Ici.mpr (by linarith)
  have hne : n + b ≠ n - b := fun h => by linarith
  have k1 := hc.2 hp hm hne hu hv huv
  have k2 := hc.2 hp hm hne hv hu (by linarith)
  simp only [smul_eq_mul] at k1 k2
  rw [e1] at k1
  rw [e2] at k2
  linear_combination k1 + k2 + ((n + b) ^ (4 / 3 : ℝ) + (n - b) ^ (4 / 3 : ℝ)) * huv
```

For \(|a|<b\le n\), the sum of the two powers is strictly larger at \(b\) than at \(a\). Put
\[
u=\frac{b+a}{2b},\qquad v=\frac{b-a}{2b}.
\]
Both weights are positive, \(u+v=1\), and
\[
n+a=u(n+b)+v(n-b),\qquad n-a=v(n+b)+u(n-b).
\]
The function \(f(x)=x^{4/3}\) is strictly convex for \(x\ge0\), so
\[
\begin{aligned}
f(n+a)&<u\,f(n+b)+v\,f(n-b),\\
f(n-a)&<v\,f(n+b)+u\,f(n-b).
\end{aligned}
\]
Adding the two lines gives the claim. They are `k1` and `k2` in the proof, and `strictConvexOn_rpow` supplies the convexity.

## Exchange under tilting

```lean
/-- For `C > 0` and `0 < s ≤ n`, collinear exchange of the density with magnetisation `(0, 0, s)`
rises strictly under every rotation about `y` that tilts the magnetisation off the `z` axis. -/
theorem exchange_lt_rotated {C n s θ : ℝ} (hC : 0 < C) (hs : 0 < s) (hsn : s ≤ n)
    (hθ : Real.sin θ ≠ 0) :
    collinearEnergy (exchange C) (spinDensity n 0 0 s) <
      collinearEnergy (exchange C)
        (spinRotation θ * spinDensity n 0 0 s * (spinRotation θ)ᴴ) := by
  rw [rotate_spinDensity, collinearEnergy_spinDensity, collinearEnergy_spinDensity]
  -- the rotated `z` component is strictly shorter
  have h1 : (s * Real.cos θ) ^ 2 = s ^ 2 - s ^ 2 * Real.sin θ ^ 2 := by
    linear_combination s ^ 2 * Real.sin_sq_add_cos_sq θ
  have h2 : 0 < s ^ 2 * Real.sin θ ^ 2 := by positivity
  have h3 : |s * Real.cos θ| < s := abs_lt_of_sq_lt_sq (by linarith) hs.le
  have h4 := mul_lt_mul_of_pos_left (fourThirds_lt h3 hsn) (half_pos hC)
  unfold exchange
  linarith
```

Let \(0<s\le n\) and \(\sin\theta\ne0\). Then
\[
(s\cos\theta)^2=s^2-s^2\sin^2\theta<s^2,
\]
so \(|s\cos\theta|<s\). The previous inequality, with \(a=s\cos\theta\) and \(b=s\), shows that the sum of powers falls. The factor \(-C/2\) reverses the sign, so the exchange energy rises, that is, becomes less negative.

```lean
/-- For `C > 0` and `0 < s ≤ n`, collinear exchange of the density with magnetisation `(0, 0, s)` is
unchanged by a rotation about `y` exactly when `sin θ = 0`. -/
theorem exchange_rotated_eq_iff {C n s θ : ℝ} (hC : 0 < C) (hs : 0 < s) (hsn : s ≤ n) :
    collinearEnergy (exchange C)
        (spinRotation θ * spinDensity n 0 0 s * (spinRotation θ)ᴴ) =
      collinearEnergy (exchange C) (spinDensity n 0 0 s) ↔ Real.sin θ = 0 := by
  constructor
  · intro h
    by_contra hθ
    exact (exchange_lt_rotated hC hs hsn hθ).ne h.symm
  · intro h
    rw [rotate_spinDensity, collinearEnergy_spinDensity, collinearEnergy_spinDensity]
    rcases Real.sin_eq_zero_iff_cos_eq.mp h with h1 | h1
    · rw [h1, mul_one]
    · unfold exchange
      rw [h1, show n + s * (-1) = n - s by ring, show n - s * (-1) = n + s by ring]
      ring
```

If the energy is unchanged, \(\sin\theta\) must vanish, by the strict inequality just shown. If \(\sin\theta=0\), then \(\cos\theta=\pm1\), so \(m_z\) is kept or reversed, and \(e_x\) is even in \(m_z\).

```lean
/-- For `0 < s ≤ n`, the matrix `(1 - i σ_y)/√2` turns the magnetisation `(0, 0, s)` into `(s, 0,
0)`, and `2 n^(4/3)` is strictly below `(n + s)^(4/3) + (n - s)^(4/3)`. -/
theorem quarter_turn {n s : ℝ} (hs : 0 < s) (hsn : s ≤ n)
    (U : Matrix (Fin 2) (Fin 2) ℂ)
    (hU : U = ((√2 : ℝ) : ℂ)⁻¹ • (1 - Complex.I • pauliY)) :
    U * spinDensity n 0 0 s * Uᴴ = spinDensity n s 0 0 ∧
      2 * n ^ (4 / 3 : ℝ) < (n + s) ^ (4 / 3 : ℝ) + (n - s) ^ (4 / 3 : ℝ) := by
  constructor
  · -- `U` is the rotation by a right angle
    have h1 : (√2 : ℝ)⁻¹ = √2 / 2 := by
      rw [inv_eq_one_div, div_eq_div_iff (by positivity) (by norm_num)]
      norm_num
    have h2 : U = spinRotation (Real.pi / 2) := by
      rw [hU, ← Complex.ofReal_inv, h1]
      unfold spinRotation
      rw [show Real.pi / 2 / 2 = Real.pi / 4 by ring, Real.cos_pi_div_four,
        Real.sin_pi_div_four]
      generalize √2 / 2 = r
      ext i j
      fin_cases i <;> fin_cases j <;> simp [pauliY]
    rw [h2, rotate_spinDensity, Real.sin_pi_div_two, Real.cos_pi_div_two, mul_one, mul_zero]
  · have h := fourThirds_lt (n := n) (a := 0) (b := s) (by rwa [abs_zero]) hsn
    rw [add_zero, sub_zero] at h
    linarith

end

end CollinearExchangeRotation
```

The hypothesis `hU` says that \(U=(1-i\sigma_y)/\sqrt2\). Written out,
\[
U=\frac1{\sqrt2}\begin{pmatrix}1&-1\\1&1\end{pmatrix}=R(\pi/2),
\]
so \((0,0,s)\) becomes \((s,0,0)\). The second half of the statement, \(2n^{4/3}<(n+s)^{4/3}+(n-s)^{4/3}\), is the growth inequality with \(a=0\) and \(b=s\).

The limiting case \(s=n\) is a fully polarised density, such as that of a single electron with spin along \(z\). Its exchange energy density is \(-2^{1/3}Cn^{4/3}\) before the quarter turn and \(-Cn^{4/3}\) after it, a loss of about 21 per cent in magnitude.

In a non-collinear code, a common remedy is to compute \(|\mathbf m|\) at each grid point and pass the spin densities \(\tfrac12(n\pm|\mathbf m|)\) to the collinear functional. This relies on the standard fact that spin rotations preserve \(|\mathbf m|\), which is quoted here and not proved in the file. A practical check is to take a solution with nonzero magnetisation along \(z\), rotate all its occupied spinors by \(U\), and compare the exchange energies before and after without reconverging the orbitals.

```lean
#print axioms CollinearExchangeRotation.collinearEnergy_spinDensity
#print axioms CollinearExchangeRotation.collinear_invariant_iff
#print axioms CollinearExchangeRotation.exchange_rotated_eq_iff
#print axioms CollinearExchangeRotation.quarter_turn
```

```
'CollinearExchangeRotation.collinearEnergy_spinDensity' depends on axioms: [propext, Classical.choice, Quot.sound]
'CollinearExchangeRotation.collinear_invariant_iff' depends on axioms: [propext, Classical.choice, Quot.sound]
'CollinearExchangeRotation.exchange_rotated_eq_iff' depends on axioms: [propext, Classical.choice, Quot.sound]
'CollinearExchangeRotation.quarter_turn' depends on axioms: [propext, Classical.choice, Quot.sound]
```
